# Three Terms Antisymmetrise an Array Already Antisymmetric in Two of Its Three Labels

A triples array $W(i,j,k,a,b,c)$, such as a contribution to the triples amplitudes of coupled-cluster theory before it is fully antisymmetrised, carries three occupied labels $i,j,k$ and three virtual labels $a,b,c$, and the same permutation operator acts on either set. We therefore treat an array as a function $X(i,j,k)$ of three labels whose values lie in a commutative additive group $M$. With $M$ the real or complex numbers, $X$ is an ordinary array. With $M$ the arrays in $a,b,c$, the function $X$ is a triples array seen from its occupied labels, and every statement about three labels applies to it directly.

Suppose that $X(i,k,j)=-X(i,j,k)$, and define the operator $P$, usually written $P(i/jk)$, by
$$Y(i,j,k)=(PX)(i,j,k)=X(i,j,k)-X(j,i,k)-X(k,j,i).$$
Then $Y$ changes sign under every transposition of its labels, $PY=3Y$, and the signed sum over all six orderings of the labels of $X$ equals $2Y$.

## Exchanging labels by hand

Write each exchanged array out and use the antisymmetry of $X$ to restore the order of its last two labels:
$$\begin{aligned}
Y(j,i,k)&=X(j,i,k)-X(i,j,k)-X(k,i,j)\\&=X(j,i,k)-X(i,j,k)+X(k,j,i)=-Y(i,j,k),\\
Y(i,k,j)&=X(i,k,j)-X(k,i,j)-X(j,k,i)\\&=-X(i,j,k)+X(k,j,i)+X(j,i,k)=-Y(i,j,k),\\
Y(k,j,i)&=X(k,j,i)-X(j,k,i)-X(i,j,k)\\&=X(k,j,i)+X(j,i,k)-X(i,j,k)=-Y(i,j,k).
\end{aligned}$$

The second application of $P$ now has three equal terms:
$$(PY)(i,j,k)=Y(i,j,k)-Y(j,i,k)-Y(k,j,i)=3Y(i,j,k).$$

In the six-term sum
$$X(i,j,k)-X(j,i,k)-X(i,k,j)-X(k,j,i)+X(j,k,i)+X(k,i,j),$$
the third, fifth and sixth terms equal $X(i,j,k)$, $-X(j,i,k)$ and $-X(k,j,i)$ once their signs are included. They repeat the other three, and the sum is $2Y(i,j,k)$. For real or complex arrays, the normalised antisymmetriser, one sixth of this sum, is therefore $P/3$ on such $X$.

The hypothesis on $X$ is also necessary. The argument formalised below divides by two, so take real or complex values first. Let $S_i=X(i,j,k)+X(i,k,j)$, and likewise $S_j=X(j,i,k)+X(j,k,i)$ and $S_k=X(k,i,j)+X(k,j,i)$. If $Y=PX$ is totally antisymmetric, then
$$\begin{aligned}
0&=Y(j,i,k)+Y(j,k,i)=S_j-S_i-S_k,\\
0&=Y(k,i,j)+Y(k,j,i)=S_k-S_i-S_j.
\end{aligned}$$
Adding the two lines gives $-2S_i=0$, so $X$ was antisymmetric in its last two labels. The division can be avoided: for every $X$ one has $Y(i,j,k)+Y(j,i,k)=-S_k$, so the exchange of the first two labels alone gives the same conclusion in any $M$.

## Nine terms for a triples array

Let $W$ be antisymmetric in $j,k$ and in $b,c$. Applying $P(i/jk)$ makes it totally antisymmetric in the occupied labels. The antisymmetry in $b,c$ survives, because each of the three terms has it. Applying $P(a/bc)$ then gives total antisymmetry in the virtual labels, and it preserves the occupied antisymmetry because it is linear. The result has nine terms. The full antisymmetriser over both sets has $6\times 6=36$ terms and contributes a factor of two per set, so it gives four times the nine-term array.

In spin-orbital coupled-cluster theory with perturbative triples and real orbitals, one contribution starts from $t_i^a\langle jk\|bc\rangle$, a singles amplitude times an antisymmetrised two-electron integral. This product has the required antisymmetry in $j,k$ and in $b,c$. With `W` stored in the axis order $i,j,k,a,b,c$, the permutation step in NumPy is

```python
Y = W - W.transpose(1,0,2,3,4,5) - W.transpose(2,1,0,3,4,5)
Z = Y - Y.transpose(0,1,2,4,3,5) - Y.transpose(0,1,2,5,4,3)
```

Exchanging two occupied or two virtual axes of `Z` should reverse its sign up to rounding. Using all 36 terms without adjusting the prefactor would make the contribution four times too large.

## Arrays and operators in Lean

The types `ι` and `κ` hold the occupied and virtual labels. They may be of any size, and `M` is the group of values.

```lean
import Mathlib

namespace TriplesPermutationOperators

noncomputable section

variable {ι κ M : Type*} [AddCommGroup M]
```

The hypothesis on $X$ is a sign change under exchange of the second and third labels.

```lean
/-- The array changes sign when its last two labels are exchanged. -/
def AntisymmLastTwo (X : ι → ι → ι → M) : Prop :=
  ∀ i j k, X i k j = -X i j k
```

The desired conclusion lists the three transpositions in the order first–second, second–third, first–third.

```lean
/-- The array changes sign under each of the three transpositions of its labels. -/
def TotallyAntisymm (X : ι → ι → ι → M) : Prop :=
  ∀ i j k, X j i k = -X i j k ∧ X i k j = -X i j k ∧ X k j i = -X i j k
```

The operator $P$ is defined for every array, whether or not it is antisymmetric.

```lean
/-- The three-term permutation operator P(i/jk): the identity minus the exchanges of
the first label with the second and with the third. -/
def threeTerm (X : ι → ι → ι → M) (i j k : ι) : M :=
  X i j k - X j i k - X k j i
```

The six-term sum carries no factor $1/6$.

```lean
/-- The full antisymmetriser: the signed sum over all six orderings of three labels,
without a normalisation factor. -/
def sixTerm (X : ι → ι → ι → M) (i j k : ι) : M :=
  X i j k - X j i k - X i k j - X k j i + X j k i + X k i j
```

For a triples array, `threeTerm W i j k` is itself an array in the virtual labels, so the outer `threeTerm` below acts on $a,b,c$.

```lean
/-- The operator P(i/jk) P(a/bc) on a triples array: three terms for the occupied labels
times three terms for the virtual labels. -/
def nineTerm (W : ι → ι → ι → κ → κ → κ → M) (i j k : ι) : κ → κ → κ → M :=
  threeTerm (threeTerm W i j k)
```

These definitions describe permutation algebra only; the amplitude equations and orbital energies do not enter. The separate antisymmetry in occupied and virtual labels belongs to spin orbitals. Spin-adapted closed-shell amplitudes over spatial orbitals generally lack it.

## The three-label identities

The first theorem follows the three displayed exchanges. Each `rw` restores the order of the last two labels of $X$, and `abel` checks the remaining sum in the additive group.

```lean
/-- If an array is antisymmetric in its last two labels, the three-term operator makes it
antisymmetric under every transposition. -/
theorem threeTerm_totallyAntisymm {X : ι → ι → ι → M} (hX : AntisymmLastTwo X) :
    TotallyAntisymm (threeTerm X) := by
  intro i j k
  simp only [threeTerm]
  -- bring the last two labels of every term into a common order
  refine ⟨?_, ?_, ?_⟩
  · rw [hX k j i]
    abel
  · rw [hX i j k, hX k j i, hX j i k]
    abel
  · rw [hX j i k]
    abel
```

For the second application, `change` unfolds only the outer operator. The first and third exchange relations then turn all three terms into $Y(i,j,k)$.

```lean
/-- On an array antisymmetric in its last two labels, applying the three-term operator
twice gives three times the result of applying it once. -/
theorem threeTerm_threeTerm {X : ι → ι → ι → M} (hX : AntisymmLastTwo X) (i j k : ι) :
    threeTerm (threeTerm X) i j k = 3 • threeTerm X i j k := by
  have h := threeTerm_totallyAntisymm hX i j k
  -- unfold only the outer operator
  change threeTerm X i j k - threeTerm X j i k - threeTerm X k j i = _
  rw [h.1, h.2.2]
  abel
```

The collapse of the six-term sum uses the antisymmetry of $X$ three times, once for each repeated term.

```lean
/-- On an array antisymmetric in its last two labels, the six-term antisymmetriser is
twice the three-term operator. -/
theorem sixTerm_eq_two_threeTerm {X : ι → ι → ι → M} (hX : AntisymmLastTwo X)
    (i j k : ι) : sixTerm X i j k = 2 • threeTerm X i j k := by
  simp only [sixTerm, threeTerm]
  rw [hX i j k, hX j i k, hX k j i]
  abel
```

The equivalence is stated for a real vector space `M` because this proof divides by two, although the result itself does not need that assumption; complex arrays are included. In the proof, `h1` and `h2` are the two relations for $Y$ used above, and the coefficients $-1/2$ turn their sum $-2S_i=0$ into $S_i=0$.

```lean
/-- For arrays with values in a real vector space, the three-term operator yields a totally
antisymmetric array exactly when the original array is antisymmetric in its last two
labels. -/
theorem threeTerm_totallyAntisymm_iff [Module ℝ M] (X : ι → ι → ι → M) :
    TotallyAntisymm (threeTerm X) ↔ AntisymmLastTwo X := by
  refine ⟨fun h i j k => ?_, threeTerm_totallyAntisymm⟩
  -- the two exchange relations add up to -2 • (X i j k + X i k j) = 0
  have h1 := (h j i k).2.1
  have h2 := (h k i j).2.1
  simp only [threeTerm] at h1 h2
  linear_combination (norm := module) (-(1 / 2) : ℝ) • h1 + (-(1 / 2) : ℝ) • h2
```

## Both sets of labels together

The theorem for triples has one hypothesis for each set. `hocc` says that exchanging $j$ and $k$ reverses the sign of the whole array in $a,b,c$; `hvirt` says that, at fixed occupied labels, exchanging $b$ and $c$ reverses the sign.

In the proof, `hV` shows that the occupied operator preserves the antisymmetry in $b,c$, which gives the virtual part of the conclusion. For the occupied part, an exchange replaces the inner array by its negative, and `hneg` carries that sign through the virtual operator. The last part applies the six-term identity to each set in turn, with `hadd` distributing the virtual antisymmetriser over the doubled array.

```lean
/-- For a triples array antisymmetric in j,k and in b,c, the nine-term operator gives an
array totally antisymmetric in the occupied and in the virtual labels, and the 36-term
antisymmetriser is four times the nine-term operator. -/
theorem nineTerm_antisymmetrises {W : ι → ι → ι → κ → κ → κ → M}
    (hocc : AntisymmLastTwo W) (hvirt : ∀ i j k, AntisymmLastTwo (W i j k)) :
    TotallyAntisymm (nineTerm W) ∧ (∀ i j k, TotallyAntisymm (nineTerm W i j k)) ∧
      ∀ i j k a b c,
        sixTerm (sixTerm W i j k) a b c = 4 • nineTerm W i j k a b c := by
  have hneg : ∀ V : κ → κ → κ → M, threeTerm (-V) = -threeTerm V := by
    intro V
    funext a b c
    simp only [threeTerm, Pi.neg_apply]
    abel
  -- the occupied operator leaves the antisymmetry in b,c intact
  have hV : ∀ i j k, AntisymmLastTwo (threeTerm W i j k) := by
    intro i j k a b c
    simp only [threeTerm, Pi.sub_apply]
    rw [hvirt i j k a b c, hvirt j i k a b c, hvirt k j i a b c]
    abel
  refine ⟨fun i j k => ?_, fun i j k => threeTerm_totallyAntisymm (hV i j k), ?_⟩
  · have h := threeTerm_totallyAntisymm hocc i j k
    simp only [nineTerm]
    refine ⟨?_, ?_, ?_⟩
    · rw [h.1, hneg]
    · rw [h.2.1, hneg]
    · rw [h.2.2, hneg]
  · intro i j k a b c
    have hadd : ∀ V : κ → κ → κ → M,
        sixTerm (V + V) a b c = sixTerm V a b c + sixTerm V a b c := by
      intro V
      simp only [sixTerm, Pi.add_apply]
      abel
    -- each set of labels contributes a factor of two
    rw [sixTerm_eq_two_threeTerm hocc, two_nsmul, hadd,
      sixTerm_eq_two_threeTerm (hV i j k)]
    simp only [nineTerm]
    abel
```

## A determinant and a nonzero triples array

The operator has a familiar form when $X$ is built from three orbitals $u,v,w$, given by their components in a one-particle basis. Here $i,j,k$ label basis components, one for each electron, and
$$X(i,j,k)=u_i(v_jw_k-v_kw_j).$$

```lean
/-- The product of one orbital u with the antisymmetrised pair of orbitals v and w. -/
def orbitalTimesPair (u v w : ι → ℂ) (i j k : ι) : ℂ :=
  u i * (v j * w k - v k * w j)
```

The three terms of $PX$ are
$$u_i(v_jw_k-v_kw_j)-u_j(v_iw_k-v_kw_i)-u_k(v_jw_i-v_iw_j),$$
which is the expansion of a $3\times3$ determinant along its first row. For orthonormal orbitals, the normalised three-electron determinant is this expression divided by $\sqrt6$. If the pair is normalised first with $1/\sqrt2$, the remaining factor is $1/\sqrt3$. Lean expands the determinant with `Matrix.det_fin_three` and compares the two polynomials with `ring`.

```lean
/-- The three-term operator turns the product of an orbital and an antisymmetrised pair
into the determinant of the three orbitals. -/
theorem threeTerm_orbitalTimesPair (u v w : ι → ℂ) (i j k : ι) :
    threeTerm (orbitalTimesPair u v w) i j k =
      Matrix.det !![u i, u j, u k; v i, v j, v k; w i, w j, w k] := by
  rw [Matrix.det_fin_three]
  simp [threeTerm, orbitalTimesPair]
  ring
```

Taking the three unit vectors as orbitals gives a concrete array on three labels.

```lean
/-- An orbital times an antisymmetrised pair, built from the three unit vectors. -/
def unitSeed : Fin 3 → Fin 3 → Fin 3 → ℂ :=
  orbitalTimesPair ![1, 0, 0] ![0, 1, 0] ![0, 0, 1]
```

The product of two copies, one in the occupied and one in the virtual labels, is a triples array.

```lean
/-- A triples array that is a product of an occupied and a virtual factor. -/
def seedTriples (i j k a b c : Fin 3) : ℂ :=
  unitSeed i j k * unitSeed a b c
```

This array satisfies both hypotheses of the triples theorem. Because it is a product, the nine-term operator turns it into a product of two determinants. At the labels $0,1,2$ and $0,1,2$ each is the determinant of the identity matrix, so the value is $1$ and the antisymmetrised array is not identically zero. The proof checks the two antisymmetries with `ring` and evaluates the nine terms with `simp`.

```lean
/-- The array `seedTriples` is antisymmetric in j,k and in b,c, and the nine-term operator
gives it the value one at the labels 0,1,2 and 0,1,2. -/
theorem nineTerm_antisymmetrises_witness :
    AntisymmLastTwo seedTriples ∧ (∀ i j k, AntisymmLastTwo (seedTriples i j k)) ∧
      nineTerm seedTriples 0 1 2 0 1 2 = 1 := by
  refine ⟨?_, ?_, ?_⟩
  · intro i j k
    funext a b c
    simp only [seedTriples, unitSeed, orbitalTimesPair, Pi.neg_apply]
    ring
  · intro i j k a b c
    simp only [seedTriples, unitSeed, orbitalTimesPair]
    ring
  · simp [nineTerm, threeTerm, seedTriples, unitSeed, orbitalTimesPair]

end

end TriplesPermutationOperators
```

```lean
#print axioms TriplesPermutationOperators.threeTerm_threeTerm
#print axioms TriplesPermutationOperators.threeTerm_totallyAntisymm_iff
#print axioms TriplesPermutationOperators.nineTerm_antisymmetrises
#print axioms TriplesPermutationOperators.threeTerm_orbitalTimesPair
```

```
'TriplesPermutationOperators.threeTerm_threeTerm' depends on axioms: [propext]
'TriplesPermutationOperators.threeTerm_totallyAntisymm_iff' depends on axioms: [propext, Classical.choice, Quot.sound]
'TriplesPermutationOperators.nineTerm_antisymmetrises' depends on axioms: [propext, Quot.sound]
'TriplesPermutationOperators.threeTerm_orbitalTimesPair' depends on axioms: [propext, Classical.choice, Quot.sound]
```
